# Natural occupations in a nonorthogonal basis are the eigenvalues of \(PS\)

**A:** Let \(S\) be the overlap matrix of a finite basis, and let the columns of a square matrix \(C\) hold the coefficients of orbitals that are orthonormal in the sense \(C^\dagger S C = 1\). Give orbital \(i\) a real occupation \(n_i\) and form the density matrix \(P = C\,\mathrm{diag}(n)\,C^\dagger\). The density matrix is diagonal in these orbitals, which makes them natural orbitals and the \(n_i\) natural occupations. It follows that
\[
\det(x - PS) = \prod_i (x - n_i).
\]
As an example, put two electrons in the bonding orbital of a symmetric dimer, the normalised sum of two normalised basis functions with overlap \(0<s<1\). Then \(PS\) has eigenvalues 2 and 0. The matrix \(P\) alone has eigenvalues \(2/(1+s)\) and 0, so diagonalising it gives too small an occupation.

**Q:** \(P\) is Hermitian and \(PS\) in general isn't. Why should the less symmetric matrix hold the physical numbers?

**A:** Because \(PS\) is similar to \(\mathrm{diag}(n)\). The condition \(C^\dagger S C = 1\) says that \(C^\dagger S\) is a left inverse of \(C\). For square matrices it is then also a right inverse, so \(C^\dagger S = C^{-1}\) and
\[
PS = C\,\mathrm{diag}(n)\,C^\dagger S = C\,\mathrm{diag}(n)\,C^{-1}.
\]
Hence
\[
\det(x-PS)=\det\bigl(C\,(x-\mathrm{diag}(n))\,C^{-1}\bigr)=\prod_i(x-n_i).
\]
Multiplying by \(C\) from the right gives \(PSC = C\,\mathrm{diag}(n)\), so each orbital is an eigenvector of \(PS\) with its occupation as eigenvalue. Taking the trace gives \(\mathrm{Tr}\,PS=\sum_i n_i\), the number of electrons.

**Q:** And the dimer?

**A:** Number the basis functions and the orbitals 0 and 1. The overlap matrix and the normalised orbitals are
\[
S=\begin{pmatrix}1&s\\s&1\end{pmatrix},\qquad
c_0=a\begin{pmatrix}1\\1\end{pmatrix},\qquad
c_1=b\begin{pmatrix}1\\-1\end{pmatrix},
\]
with \(a=1/\sqrt{2(1+s)}\) and \(b=1/\sqrt{2(1-s)}\). Since \(Sc_0=(1+s)c_0\) and \(Sc_1=(1-s)c_1\), we get \(c_0^\dagger Sc_0=2a^2(1+s)=1\), \(c_1^\dagger Sc_1=2b^2(1-s)=1\) and \(c_0^\dagger Sc_1=0\). With occupations \((2,0)\),
\[
P=2c_0c_0^\dagger=\frac1{1+s}\begin{pmatrix}1&1\\1&1\end{pmatrix},\qquad
PS=\begin{pmatrix}1&1\\1&1\end{pmatrix}.
\]
Both determinants vanish. The traces are \(2/(1+s)\) and 2, so the characteristic polynomials are \((x-2/(1+s))\,x\) and \((x-2)\,x\). The wrong value arises because the coefficient vector \(c_0\) has squared Euclidean length \(1/(1+s)\), while the orbital it describes has norm 1.

**Q:** Now convince me that the Lean file says this. What is a density matrix there?

**A:** Exactly the matrix above. The index type `ι` is any finite set of labels, used both for basis functions and for orbitals. Coefficients are complex, occupations are real, and `ᴴ` is the conjugate transpose.

```lean
import Mathlib

open Matrix
open scoped ComplexOrder

namespace NonorthogonalNaturalOccupations

noncomputable section

variable {ι : Type*} [Fintype ι] [DecidableEq ι]

/-- The density matrix `P = C diag(n) Cᴴ` of orbitals with coefficient columns `C` and real
occupations `n`. -/
def densityMatrix (C : Matrix ι ι ℂ) (n : ι → ℝ) : Matrix ι ι ℂ :=
  C * diagonal (fun i => (n i : ℂ)) * Cᴴ
```

The basis functions themselves don't appear; they enter only through \(S\). Nothing restricts the occupations to lie between 0 and 2, so the algebra also holds for values that no electronic state would give.

**Q:** An overlap matrix is Hermitian and positive definite. I don't see that among the hypotheses.

**A:** It follows from orthonormality of a full set of orbitals. Taking the adjoint of \(C\,C^\dagger S=1\) gives \((C^\dagger S)^\dagger C^\dagger=1\), and therefore
\[
S=(C^\dagger S)^\dagger(C^\dagger S),\qquad v^\dagger S v=\lVert C^\dagger S v\rVert^2 .
\]
This is positive for \(v\neq0\), because \(C^\dagger S\) is invertible. In the proof below, `hC` is the equation \(C\,C^\dagger S=1\), `hS` the factorisation and `hinj` the injectivity of \(C^\dagger S\).

```lean
/-- If a square set of orbitals is orthonormal with respect to `S`, then the overlap matrix `S`
is positive definite. -/
theorem overlap_posDef {S C : Matrix ι ι ℂ} (h : Cᴴ * S * C = 1) : S.PosDef := by
  -- `Cᴴ S` is the inverse of `C`
  have hC : C * (Cᴴ * S) = 1 := mul_eq_one_comm.mp h
  have hS : (Cᴴ * S)ᴴ * (Cᴴ * S) = S := by
    have h2 : (Cᴴ * S)ᴴ * Cᴴ = 1 := by
      rw [← conjTranspose_mul, hC, conjTranspose_one]
    rw [← Matrix.mul_assoc, h2, Matrix.one_mul]
  have hinj : Function.Injective (Cᴴ * S).mulVec := by
    intro x y hxy
    have h3 : C *ᵥ ((Cᴴ * S) *ᵥ x) = C *ᵥ ((Cᴴ * S) *ᵥ y) := congrArg (fun v => C *ᵥ v) hxy
    rwa [mulVec_mulVec, mulVec_mulVec, hC, one_mulVec, one_mulVec] at h3
  rw [← hS]
  exact Matrix.PosDef.conjTranspose_mul_self _ hinj
```

A linearly dependent basis is thereby excluded, since its overlap matrix is singular. The number of orbitals must also equal the number of basis functions, so empty orbitals are listed with occupation zero.

**Q:** Where do the orbitals appear as eigenvectors?

**A:** In the next theorem. It regroups the product \(PSC\) until \(C^\dagger SC\) stands at the right-hand end, and replaces that factor by 1.

```lean
/-- Orbitals orthonormal with respect to `S` satisfy the eigenvalue equation
`P S C = C diag(n)`. -/
theorem natural_orbital_equation {S C : Matrix ι ι ℂ} (h : Cᴴ * S * C = 1) (n : ι → ℝ) :
    densityMatrix C n * S * C = C * diagonal (fun i => (n i : ℂ)) := by
  calc densityMatrix C n * S * C
      = C * diagonal (fun i => (n i : ℂ)) * (Cᴴ * S * C) := by
        simp only [densityMatrix, Matrix.mul_assoc]
    _ = C * diagonal (fun i => (n i : ℂ)) := by rw [h, Matrix.mul_one]
```

**Q:** A characteristic polynomial is more than a list of eigenvector equations. How does the proof reach it?

**A:** In two steps. The first treats a diagonal matrix. Mathlib's `charpoly` is the determinant of \(x-M\), with \(x\) written as `Polynomial.X`. For diagonal \(M\) the matrix \(x-M\) is itself diagonal, which the proof checks entry by entry, and its determinant is the product of the diagonal entries. `Polynomial.C` turns a number into a constant polynomial and has nothing to do with the orbital matrix `C`.

```lean
/-- The characteristic polynomial of a diagonal matrix is the product of `x - dᵢ`. -/
theorem charpoly_diag (d : ι → ℂ) :
    (diagonal d).charpoly = ∏ i, (Polynomial.X - Polynomial.C (d i)) := by
  have h : charmatrix (diagonal d)
      = diagonal (fun i => Polynomial.X - Polynomial.C (d i)) := by
    ext1 i j
    by_cases hij : i = j
    · subst hij
      simp [charmatrix_apply_eq]
    · simp [charmatrix_apply_ne _ _ _ hij, diagonal_apply_ne _ hij]
  rw [Matrix.charpoly, h, det_diagonal]
```

The second step is the general theorem. Instead of writing \(C^{-1}\), the proof uses the fact that \(AB\) and \(BA\) have the same characteristic polynomial for square \(A\) and \(B\). With \(A=C\) and \(B=\mathrm{diag}(n)\,C^\dagger S\), the swapped product is \(\mathrm{diag}(n)\,C^\dagger SC=\mathrm{diag}(n)\). The equation `e` sets up the brackets, and `Matrix.charpoly_mul_comm` makes the swap.

```lean
/-- For orbitals orthonormal with respect to `S`, the characteristic polynomial of `P S` is the
product of `x - nᵢ` over the occupations. -/
theorem charpoly_density_mul_overlap {S C : Matrix ι ι ℂ} (h : Cᴴ * S * C = 1) (n : ι → ℝ) :
    (densityMatrix C n * S).charpoly
      = ∏ i, (Polynomial.X - Polynomial.C (n i : ℂ)) := by
  have e : densityMatrix C n * S = C * (diagonal (fun i => (n i : ℂ)) * (Cᴴ * S)) := by
    simp only [densityMatrix, Matrix.mul_assoc]
  -- move `C` cyclically to the right, where it meets its inverse
  rw [e, Matrix.charpoly_mul_comm, Matrix.mul_assoc, h, Matrix.mul_one, charpoly_diag]
```

Equality of polynomials fixes the multiplicities too: an occupation shared by three orbitals is a triple root. The electron count uses the same rearrangement, with cyclic invariance of the trace in place of that of the characteristic polynomial.

```lean
/-- For orbitals orthonormal with respect to `S`, the trace of `P S` is the sum of the
occupations. -/
theorem trace_density_mul_overlap {S C : Matrix ι ι ℂ} (h : Cᴴ * S * C = 1) (n : ι → ℝ) :
    (densityMatrix C n * S).trace = ∑ i, (n i : ℂ) := by
  have e : densityMatrix C n * S = C * (diagonal (fun i => (n i : ℂ)) * (Cᴴ * S)) := by
    simp only [densityMatrix, Matrix.mul_assoc]
  rw [e, Matrix.trace_mul_comm, Matrix.mul_assoc, h, Matrix.mul_one, trace_diagonal]
```

**Q:** You put the occupations in by hand and then read them off again. Could a different set of orbitals give the same \(P\) with different occupations?

**A:** Not if both sets are orthonormal with respect to the same \(S\). Both products \(\prod_i(x-n_i)\) and \(\prod_i(x-n'_i)\) equal the characteristic polynomial of the same \(PS\), so their roots agree with multiplicity. In Lean, `Finset.univ.val.map n` is the list of occupations with its order forgotten and its repetitions kept. The step `key` identifies the roots of each product, and the last lines pass from complex roots back to real occupations.

```lean
/-- Two sets of orbitals, both orthonormal with respect to `S`, that give the same density matrix
have the same occupations, counted with multiplicity. -/
theorem occupations_unique {S C C' : Matrix ι ι ℂ} {n n' : ι → ℝ}
    (h : Cᴴ * S * C = 1) (h' : C'ᴴ * S * C' = 1)
    (hP : densityMatrix C n = densityMatrix C' n') :
    Finset.univ.val.map n = Finset.univ.val.map n' := by
  have e : ∏ i, (Polynomial.X - Polynomial.C (n i : ℂ))
      = ∏ i, (Polynomial.X - Polynomial.C (n' i : ℂ)) := by
    rw [← charpoly_density_mul_overlap h, ← charpoly_density_mul_overlap h', hP]
  -- the roots of the product are the occupations
  have key : ∀ m : ι → ℝ, (∏ i, (Polynomial.X - Polynomial.C (m i : ℂ))).roots
      = (Finset.univ.val.map m).map (fun x : ℝ => (x : ℂ)) := by
    intro m
    have hr := Polynomial.roots_multiset_prod_X_sub_C
      ((Finset.univ.val.map m).map (fun x : ℝ => (x : ℂ)))
    simpa only [Multiset.map_map, Function.comp_def, Finset.prod_eq_multiset_prod] using hr
  exact Multiset.map_injective Complex.ofReal_injective
    (((key n).symm.trans (congrArg Polynomial.roots e)).trans (key n'))
```

So the occupations belong to \(P\) and \(S\), not to the chosen orbitals. Orbitals with equal occupations may still be mixed among themselves.

**Q:** In practice I'm handed a Hermitian \(P\), not a \(C\) and an \(n\).

**A:** The theorems start from a \(P\) that already has the form \(C\,\mathrm{diag}(n)\,C^\dagger\). Diagonalising \(S^{1/2}PS^{1/2}\) would supply such a form for any Hermitian \(P\) and positive definite \(S\), but that construction is not in the file.

**Q:** Then show me that the dimer is really the one you worked out.

**A:** The overlap matrix has ones on the diagonal, so the basis functions are normalised, and a real number `s` off the diagonal. The orbital matrix has the columns \(c_0\) and \(c_1\), including their normalisation factors.

```lean
/-- The overlap matrix of two normalised basis functions with real overlap `s`. -/
def dimerOverlap (s : ℝ) : Matrix (Fin 2) (Fin 2) ℂ := !![1, (s : ℂ); (s : ℂ), 1]

/-- The normalised sum (first column) and difference (second column) of two basis functions with
overlap `s`, for `-1 < s < 1`. For `0 < s < 1` they are the bonding and antibonding orbitals. -/
def dimerOrbitals (s : ℝ) : Matrix (Fin 2) (Fin 2) ℂ :=
  !![(((√(2 * (1 + s)))⁻¹ : ℝ) : ℂ), (((√(2 * (1 - s)))⁻¹ : ℝ) : ℂ);
     (((√(2 * (1 + s)))⁻¹ : ℝ) : ℂ), -(((√(2 * (1 - s)))⁻¹ : ℝ) : ℂ)]
```

Three small lemmas serve the calculation. The first compares two-by-two matrices entry by entry, the second writes out the adjoint of the orbital matrix, and the third is the normalisation identity \(y\,(1/\sqrt y)^2=1\) for \(y>0\).

```lean
private theorem two_ext {a b c d a' b' c' d' : ℂ} (h1 : a = a') (h2 : b = b') (h3 : c = c')
    (h4 : d = d') : !![a, b; c, d] = !![a', b'; c', d'] := by
  rw [h1, h2, h3, h4]

private theorem orbitals_adjoint (a b : ℝ) :
    (!![(a : ℂ), (b : ℂ); (a : ℂ), -(b : ℂ)])ᴴ = !![(a : ℂ), (a : ℂ); (b : ℂ), -(b : ℂ)] := by
  ext i j
  fin_cases i <;> fin_cases j <;> simp

private theorem norm_factor {x : ℝ} (hx : 0 < x) : x * ((√x)⁻¹) ^ 2 = 1 := by
  rw [inv_pow, Real.sq_sqrt hx.le, mul_inv_cancel₀ hx.ne']
```

**Q:** Is orthonormality assumed for these orbitals, or shown?

**A:** It is shown, for \(-1<s<1\). The proof replaces the two inverse square roots by letters `a` and `b`, keeping only \(2(1+s)a^2=1\) and \(2(1-s)b^2=1\). After the matrices are multiplied out, the diagonal entries follow from these two equations, and the off-diagonal entries cancel by algebra.

```lean
/-- For `-1 < s < 1` the two columns of `dimerOrbitals s` are orthonormal with respect to the
overlap matrix. -/
theorem dimerOrbitals_witness {s : ℝ} (h0 : -1 < s) (h1 : s < 1) :
    (dimerOrbitals s)ᴴ * dimerOverlap s * dimerOrbitals s = 1 := by
  have ha := norm_factor (show 0 < 2 * (1 + s) by linarith)
  have hb := norm_factor (show 0 < 2 * (1 - s) by linarith)
  unfold dimerOrbitals dimerOverlap
  generalize (√(2 * (1 + s)))⁻¹ = a at ha ⊢
  generalize (√(2 * (1 - s)))⁻¹ = b at hb ⊢
  have ha' : 2 * (1 + (s : ℂ)) * (a : ℂ) ^ 2 = 1 := by exact_mod_cast ha
  have hb' : 2 * (1 - (s : ℂ)) * (b : ℂ) ^ 2 = 1 := by exact_mod_cast hb
  rw [orbitals_adjoint, Matrix.mul_fin_two, Matrix.mul_fin_two, Matrix.one_fin_two]
  exact two_ext (by linear_combination ha') (by ring) (by ring) (by linear_combination hb')
```

The density matrix comes from the same kind of calculation. The occupation vector is `![2, 0]`: two electrons, summed over spin, in orbital 0. The equation `hp` is \(2a^2=1/(1+s)\), which is the value of all four entries. Here \(s>-1\) is enough, because the second column is multiplied by zero.

```lean
/-- For `s > -1`, occupation 2 for the first column of `dimerOrbitals s` and 0 for the second give a
density matrix whose four entries all equal `1/(1+s)`. -/
theorem dimer_density {s : ℝ} (h0 : -1 < s) :
    densityMatrix (dimerOrbitals s) ![2, 0]
      = !![(1 + (s : ℂ))⁻¹, (1 + (s : ℂ))⁻¹; (1 + (s : ℂ))⁻¹, (1 + (s : ℂ))⁻¹] := by
  have ha := norm_factor (show 0 < 2 * (1 + s) by linarith)
  have hd : diagonal (fun i => ((![2, 0] : Fin 2 → ℝ) i : ℂ)) = !![2, 0; 0, 0] := by
    ext i j
    fin_cases i <;> fin_cases j <;> simp
  unfold densityMatrix dimerOrbitals
  generalize (√(2 * (1 + s)))⁻¹ = a at ha ⊢
  have ha' : 2 * (1 + (s : ℂ)) * (a : ℂ) ^ 2 = 1 := by exact_mod_cast ha
  have hp : 2 * (a : ℂ) ^ 2 = (1 + (s : ℂ))⁻¹ :=
    eq_inv_of_mul_eq_one_left (by linear_combination ha')
  rw [hd, orbitals_adjoint, Matrix.mul_fin_two, Matrix.mul_fin_two]
  exact two_ext (by linear_combination hp) (by linear_combination hp)
    (by linear_combination hp) (by linear_combination hp)
```

**Q:** And the comparison between \(PS\) and \(P\)?

**A:** That is the final theorem, which has three parts. For \(PS\), the proof applies the general result to the dimer orbitals, and the product over two occupations becomes \((x-2)\,x\). For \(P\), it uses the explicit matrix and the two-by-two formula \(x^2-x\,\mathrm{Tr}\,P+\det P\), with trace \(2/(1+s)\) and determinant zero. The third part is the inequality \(2/(1+s)<2\), which fails at \(s=0\), where the two sides are equal.

```lean
/-- Two electrons in the bonding orbital with overlap `0 < s < 1`: the characteristic polynomial
of `P S` is `(x - 2) x`, that of `P` alone is `(x - 2/(1+s)) x`, and `2/(1+s)` is less than 2. -/
theorem dimer_occupation {s : ℝ} (h0 : 0 < s) (h1 : s < 1) :
    (densityMatrix (dimerOrbitals s) ![2, 0] * dimerOverlap s).charpoly
        = (Polynomial.X - Polynomial.C 2) * Polynomial.X ∧
    (densityMatrix (dimerOrbitals s) ![2, 0]).charpoly
        = (Polynomial.X - Polynomial.C (2 / (1 + (s : ℂ)))) * Polynomial.X ∧
    2 / (1 + s) < 2 := by
  refine ⟨?_, ?_, ?_⟩
  · rw [charpoly_density_mul_overlap (dimerOrbitals_witness (by linarith) h1),
      Fin.prod_univ_two]
    simp
  · have hp : 2 / (1 + (s : ℂ)) = (1 + (s : ℂ))⁻¹ + (1 + (s : ℂ))⁻¹ := by ring
    rw [dimer_density (by linarith), Matrix.charpoly_fin_two, Matrix.trace_fin_two_of,
      Matrix.det_fin_two_of, hp, sub_self, map_zero]
    ring
  · rw [div_lt_iff₀ (by linarith)]
    linarith

end

end NonorthogonalNaturalOccupations
```

```lean
#print axioms NonorthogonalNaturalOccupations.natural_orbital_equation
-- 'NonorthogonalNaturalOccupations.natural_orbital_equation' depends on axioms: [propext, Classical.choice, Quot.sound]
#print axioms NonorthogonalNaturalOccupations.trace_density_mul_overlap
-- 'NonorthogonalNaturalOccupations.trace_density_mul_overlap' depends on axioms: [propext, Classical.choice, Quot.sound]
#print axioms NonorthogonalNaturalOccupations.occupations_unique
-- 'NonorthogonalNaturalOccupations.occupations_unique' depends on axioms: [propext, Classical.choice, Quot.sound]
#print axioms NonorthogonalNaturalOccupations.dimer_occupation
-- 'NonorthogonalNaturalOccupations.dimer_occupation' depends on axioms: [propext, Classical.choice, Quot.sound]
```

**Q:** Where do the missing electrons go when I look at \(P\) alone?

**A:** Into the overlap terms. The diagonal of \(P\) sums to \(2/(1+s)\). The trace of \(PS\) also contains \(P_{01}S_{10}+P_{10}S_{01}=2s/(1+s)\), and the two contributions add up to 2.

**Q:** There is no Hamiltonian in any of this. Does it still say something about electronic structure?

**A:** It says how to read occupations from a density matrix in overlapping atom-centred functions, for a finite basis and a full square set of orthonormal orbitals. It doesn't say which orbitals or occupations a molecule has. In the dimer, the bonding orbital and its two electrons are specified, not obtained by minimising an energy, and \(s\) is a free parameter, not an integral evaluated at some bond length.

**Q:** Then my objection shrinks to this: the statement is about matrices, and I have to supply the basis functions.

**A:** Yes. Once your overlap integrals are in \(S\), your square coefficient matrix satisfies \(C^\dagger SC=1\) and your density matrix is \(C\,\mathrm{diag}(n)\,C^\dagger\), the theorem applies as it stands.
